# The zero-temperature nesting response of half-filled tight-binding rings with 4p + 2 sites diverges logarithmically

Take a ring of atoms with one orbital each, half filled with non-interacting electrons, and apply a weak static potential that alternates in sign from site to site. The potential couples each Bloch state of momentum $k$ to the one at $k+\pi$. In the nearest-neighbour band this shift carries every occupied state to an empty one, and near the Fermi points the energy cost of the transition is small. If the response is computed by summing over a finite momentum grid, does it settle to a value as the grid is refined?

For rings of $N=4p+2$ sites with $p\ge 0$ it does not. Let the band be $\varepsilon(k)=-2t\cos k$ with hopping $t>0$, and let $f(k)$ be $1$ where $\varepsilon(k)<0$ and $0$ elsewhere. The linear response per site and per spin species, which is the size of the first-order change in a site's occupation divided by the amplitude of the potential,

$$\chi_p=\frac1N\sum_k\frac{f(k)-f(k+\pi)}{\varepsilon(k+\pi)-\varepsilon(k)},$$

satisfies

$$\frac{\log(4p+3)}{4\pi t}\le\chi_p\le\frac{2+\log(4p+1)}{4t}.$$

In this one-dimensional, non-interacting model, a zero-temperature nesting response therefore has no converged value with respect to the momentum grid, and it grows in proportion to the logarithm of the number of sites, up to bounded factors.

## From the response to a sum of reciprocal odd numbers

Label the momenta $k_j=2\pi(j-p)/N$ with $j=0,\dots,N-1$. Since $\pi/2=\pi(2p+1)/N$,

$$\cos k_j=\sin\left(k_j+\frac{\pi}{2}\right)=\sin\frac{\pi(2j+1)}{N}.$$

This is positive for $j\le 2p$, so these $2p+1$ states are occupied. Adding $2p+1$ to $j$ adds $\pi$ to $k_j$ and reverses the sign of the cosine, so the other half of the zone is empty. No grid momentum has zero energy.

For an occupied $k$, the numerator in $\chi_p$ is $1$ and the denominator is $4t\cos k$. For its partner $k+\pi$ both change sign, and the contribution is the same. Hence

$$\chi_p=\frac{S_p}{2t},\qquad S_p=\frac1N\sum_{j=0}^{2p}\frac1{\cos k_j}.$$

Write $O_n=\sum_{j=0}^{n-1}1/(2j+1)$. The inequality $\sin x\le x$ gives

$$S_p\ge\frac1N\sum_{j=0}^{2p}\frac{N}{\pi(2j+1)}=\frac{O_{2p+1}}{\pi}.$$

For the upper bound, set $a=2j+1$ and $b=N-a$, which measure the distances to the two Fermi points. Jordan's inequality, $\sin x\ge 2x/\pi$ on $[0,\pi/2]$, applied from the nearer Fermi point, gives $1/\sin(\pi a/N)\le N/(2\min(a,b))$, and so

$$\frac1{\sin(\pi a/N)}\le\frac N2\left(\frac1a+\frac1b\right).$$

As $j$ runs from $0$ to $2p$, both $a$ and $b$ run through the odd numbers from $1$ to $4p+1$. Therefore $S_p\le O_{2p+1}$.

It remains to bound $O_n$. Applying $\log x\le x-1$ to $(2j+3)/(2j+1)$ and to its inverse gives

$$\frac1{2j+3}\le\frac12\log\frac{2j+3}{2j+1}\le\frac1{2j+1}.$$

Summing over $j=0,\dots,n-1$ makes the logarithms telescope:

$$\frac12\log(2n+1)\le O_n,\qquad O_{n+1}\le1+\frac12\log(2n+1).$$

With $n=2p+1$ in the first and $n=2p$ in the second,

$$\frac{\log(4p+3)}{2\pi}\le S_p\le1+\frac{\log(4p+1)}2.$$

Division by $2t$ gives the bounds on $\chi_p$, and the lower one tends to infinity with $p$.

## The ring, its band and its response in Lean

```lean
import Mathlib

open Real Filter

namespace NestingResponse

noncomputable section
```

The grid is indexed by natural numbers, which are converted to reals before $p$ is subtracted, so negative momenta are represented correctly.

```lean
/-- Crystal momentum `2π(j - p)/N` on the ring of `N = 4p + 2` sites;
`j = 0, ..., N - 1` runs once through the Brillouin zone. -/
def momentum (p j : ℕ) : ℝ := 2 * π * ((j : ℝ) - p) / (4 * p + 2)
```

Momenta above $\pi$ are not folded back into the first zone; the periodicity of the cosine makes that unnecessary.

```lean
/-- Nearest-neighbour tight-binding band with hopping `t`. -/
def band (t k : ℝ) : ℝ := -2 * t * cos k
```

The hopping `t` is an arbitrary real number here. The theorems on the response assume `0 < t`, which puts the bottom of the band at $k=0$ and gives the band a nonzero width.

```lean
/-- Zero-temperature occupation with the chemical potential at zero energy. -/
def occ (t k : ℝ) : ℝ := if band t k < 0 then 1 else 0
```

Half filling enters through the chemical potential, fixed at zero energy. The occupation is a sharp step.

```lean
/-- Contribution of momentum `k` to the static response at wavevector `π`. -/
def pairTerm (t k : ℝ) : ℝ :=
  (occ t k - occ t (k + π)) / (band t (k + π) - band t k)
```

The order of the energies in the denominator makes the response positive. With the opposite order it would be negative, which is the sign of the static density response when that is defined as the change in density divided by the applied potential energy.

```lean
/-- Static response per site at wavevector `π`, for one spin species on `4p + 2` sites. -/
def response (t : ℝ) (p : ℕ) : ℝ :=
  1 / (4 * (p : ℝ) + 2) * ∑ j ∈ Finset.range (4 * p + 2), pairTerm t (momentum p j)
```

`response t p` is $\chi_p$, an average over the full zone for one spin species.

```lean
/-- The sum of `1 / cos k` over the momenta `2πr/N` with `|r| ≤ p`, divided by `N = 4p + 2`. -/
def occupiedSum (p : ℕ) : ℝ :=
  1 / (4 * (p : ℝ) + 2) * ∑ j ∈ Finset.range (2 * p + 1), 1 / cos (momentum p j)
```

`occupiedSum p` is $S_p$. Its index `j` corresponds to $r=j-p$, which runs from $-p$ to $p$.

```lean
/-- Sum of the reciprocals of the first `n` odd numbers. -/
def oddSum (n : ℕ) : ℝ := ∑ j ∈ Finset.range n, 1 / (2 * (j : ℝ) + 1)
```

`oddSum n` is $O_n$.

## Distances from the Fermi points

The first lemma rewrites the cosine of a grid momentum as a sine, by the quarter-period shift used above.

```lean
/-- The cosine of a grid momentum is the sine of its distance from the Fermi point `-π/2`. -/
theorem cos_momentum (p j : ℕ) :
    cos (momentum p j) = sin (π * (2 * (j : ℝ) + 1) / (4 * p + 2)) := by
  have h : (4 * (p : ℝ) + 2) ≠ 0 := by positivity
  rw [← Real.sin_add_pi_div_two]
  congr 1
  unfold momentum
  rw [div_add' _ _ _ h]
  congr 1
  ring
```

For `j < 2 * p + 1` the argument of that sine lies strictly between $0$ and $\pi$, which gives positivity.

```lean
/-- The first `2p + 1` grid momenta have strictly positive cosine. -/
theorem cos_momentum_pos {p j : ℕ} (hj : j < 2 * p + 1) : 0 < cos (momentum p j) := by
  have hj' : (j : ℝ) ≤ 2 * p := by exact_mod_cast Nat.lt_succ_iff.mp hj
  rw [cos_momentum]
  apply Real.sin_pos_of_pos_of_lt_pi (by positivity)
  rw [div_lt_iff₀ (by positivity)]
  exact mul_lt_mul_of_pos_left (by linarith) Real.pi_pos
```

## Logarithmic bounds on the sums

The telescoping argument becomes an induction on `n`. In the induction step, `h1` and `h2` are the two uses of $\log x\le x-1$, while `s1` and `s2` split off the last term of each sum.

```lean
/-- The sum of reciprocal odd numbers grows logarithmically, with bounds on both sides. -/
theorem oddSum_bounds (n : ℕ) :
    log (2 * (n : ℝ) + 1) / 2 ≤ oddSum n ∧
      oddSum (n + 1) ≤ 1 + log (2 * (n : ℝ) + 1) / 2 := by
  induction n with
  | zero => simp [oddSum]
  | succ n ih =>
    have ha : (0 : ℝ) < 2 * n + 1 := by positivity
    have hb : (0 : ℝ) < 2 * n + 3 := by positivity
    have e : 2 * ((n + 1 : ℕ) : ℝ) + 1 = 2 * n + 3 := by push_cast; ring
    -- log x ≤ x - 1 for the ratio of consecutive odd numbers and for its inverse
    have h1 := Real.log_le_sub_one_of_pos (div_pos hb ha)
    have h2 := Real.log_le_sub_one_of_pos (div_pos ha hb)
    rw [Real.log_div hb.ne' ha.ne'] at h1
    rw [Real.log_div ha.ne' hb.ne'] at h2
    have e1 : (2 * (n : ℝ) + 3) / (2 * n + 1) - 1 = 2 * (1 / (2 * n + 1)) := by
      field_simp
      ring
    have e2 : (2 * (n : ℝ) + 1) / (2 * n + 3) - 1 = -(2 * (1 / (2 * n + 3))) := by
      field_simp
      ring
    rw [e1] at h1
    rw [e2] at h2
    have s1 : oddSum (n + 1) = oddSum n + 1 / (2 * (n : ℝ) + 1) := by
      unfold oddSum
      rw [Finset.sum_range_succ]
    have s2 : oddSum (n + 1 + 1) = oddSum (n + 1) + 1 / (2 * (n : ℝ) + 3) := by
      unfold oddSum
      rw [Finset.sum_range_succ _ (n + 1), e]
    rw [e]
    constructor
    · linarith [ih.1]
    · linarith [ih.2]
```

The next lemma is the upper bound on the reciprocal of the sine. Its inner statement `key` is Jordan's inequality for the case where the first distance is the smaller. The other case follows from $\sin(\pi-x)=\sin x$ with the two distances exchanged. In both cases the remaining reciprocal is positive and can be added.

```lean
/-- An upper bound on `1 / sin` by the reciprocal distances to the two zeros `0` and `π` of the
sine, with the interval divided in the ratio `a : b`. -/
theorem one_div_sin_le {a b : ℝ} (ha : 0 < a) (hb : 0 < b) :
    1 / sin (π * a / (a + b)) ≤ (a + b) / 2 * (1 / a + 1 / b) := by
  -- Jordan's inequality on the half interval next to a zero
  have key : ∀ c d : ℝ, 0 < c → 0 < d → c ≤ d →
      1 / sin (π * c / (c + d)) ≤ (c + d) / 2 * (1 / c) := by
    intro c d hc hd hcd
    have hx : π * c / (c + d) ≤ π / 2 := by
      rw [div_le_div_iff₀ (by positivity) two_pos]
      nlinarith [mul_le_mul_of_nonneg_left hcd Real.pi_pos.le]
    have h := Real.mul_le_sin (by positivity) hx
    have e : 2 / π * (π * c / (c + d)) = 2 * c / (c + d) := by
      field_simp
    rw [e] at h
    calc 1 / sin (π * c / (c + d)) ≤ 1 / (2 * c / (c + d)) :=
          one_div_le_one_div_of_le (by positivity) h
      _ = (c + d) / 2 * (1 / c) := by field_simp
  have pa : 0 < (a + b) / 2 * (1 / a) := by positivity
  have pb : 0 < (a + b) / 2 * (1 / b) := by positivity
  rw [mul_add]
  rcases le_total a b with h | h
  · linarith [key a b ha hb h]
  · have e : π * a / (a + b) = π - π * b / (b + a) := by
      have h1 : a + b ≠ 0 := by positivity
      rw [add_comm b a, eq_sub_iff_add_eq, ← add_div, ← mul_add, mul_div_assoc,
        div_self h1, mul_one]
    have k := key b a hb ha h
    rw [e, Real.sin_pi_sub]
    rw [add_comm b a] at k ⊢
    linarith
```

The two estimates are now summed over the occupied momenta. In the upper bound, `Finset.sum_range_reflect` reverses one copy of the odd sum, so that the term $1/(2j+1)$ is paired with $1/(2m+1)$, where $m=2p-j$. These are the reciprocals of $a$ and $b$.

```lean
/-- The occupied sum of `1 / cos k` per site is at least `log (N + 1) / (2π)` and at most `1 + log
(N - 1) / 2`, where `N = 4p + 2`. -/
theorem occupiedSum_bounds (p : ℕ) :
    log (4 * (p : ℝ) + 3) / (2 * π) ≤ occupiedSum p ∧
      occupiedSum p ≤ 1 + log (4 * (p : ℝ) + 1) / 2 := by
  have hN : (0 : ℝ) < 4 * p + 2 := by positivity
  have hπ := Real.pi_pos
  constructor
  · -- sin x ≤ x bounds each term from below
    have hs : (4 * (p : ℝ) + 2) / π * oddSum (2 * p + 1) ≤
        ∑ j ∈ Finset.range (2 * p + 1), 1 / cos (momentum p j) := by
      unfold oddSum
      rw [Finset.mul_sum]
      apply Finset.sum_le_sum
      intro j hj
      have hc := cos_momentum_pos (Finset.mem_range.mp hj)
      have hle : cos (momentum p j) ≤ π * (2 * (j : ℝ) + 1) / (4 * p + 2) := by
        rw [cos_momentum]
        exact Real.sin_le (by positivity)
      calc (4 * (p : ℝ) + 2) / π * (1 / (2 * (j : ℝ) + 1))
          = 1 / (π * (2 * (j : ℝ) + 1) / (4 * p + 2)) := by field_simp
        _ ≤ _ := one_div_le_one_div_of_le hc hle
    have hh := (oddSum_bounds (2 * p + 1)).1
    have e : 2 * ((2 * p + 1 : ℕ) : ℝ) + 1 = 4 * p + 3 := by push_cast; ring
    rw [e] at hh
    calc log (4 * (p : ℝ) + 3) / (2 * π) = 1 / π * (log (4 * (p : ℝ) + 3) / 2) := by
          field_simp
      _ ≤ 1 / π * oddSum (2 * p + 1) := mul_le_mul_of_nonneg_left hh (by positivity)
      _ = 1 / (4 * (p : ℝ) + 2) * ((4 * (p : ℝ) + 2) / π * oddSum (2 * p + 1)) := by
          field_simp
      _ ≤ occupiedSum p := mul_le_mul_of_nonneg_left hs (by positivity)
  · -- both Fermi points contribute the same odd reciprocal sum
    have hs : ∑ j ∈ Finset.range (2 * p + 1), 1 / cos (momentum p j) ≤
        (4 * (p : ℝ) + 2) / 2 * (oddSum (2 * p + 1) + oddSum (2 * p + 1)) := by
      have hr : oddSum (2 * p + 1) = ∑ j ∈ Finset.range (2 * p + 1),
          1 / (2 * ((2 * p + 1 - 1 - j : ℕ) : ℝ) + 1) :=
        (Finset.sum_range_reflect (fun j : ℕ => 1 / (2 * (j : ℝ) + 1)) (2 * p + 1)).symm
      nth_rewrite 2 [hr]
      unfold oddSum
      rw [← Finset.sum_add_distrib, Finset.mul_sum]
      apply Finset.sum_le_sum
      intro j hj
      have hj' := Finset.mem_range.mp hj
      obtain ⟨m, hm⟩ : ∃ m, m + j = 2 * p := ⟨2 * p - j, by omega⟩
      have e : 2 * p + 1 - 1 - j = m := by omega
      have hmR : (m : ℝ) + j = 2 * p := by exact_mod_cast hm
      have e2 : 4 * (p : ℝ) + 2 = (2 * (j : ℝ) + 1) + (2 * (m : ℝ) + 1) := by linarith
      rw [e, cos_momentum, e2]
      exact one_div_sin_le (by positivity) (by positivity)
    have hh := (oddSum_bounds (2 * p)).2
    have e : 2 * ((2 * p : ℕ) : ℝ) + 1 = 4 * p + 1 := by push_cast; ring
    rw [e] at hh
    calc occupiedSum p ≤ 1 / (4 * (p : ℝ) + 2) *
          ((4 * (p : ℝ) + 2) / 2 * (oddSum (2 * p + 1) + oddSum (2 * p + 1))) :=
          mul_le_mul_of_nonneg_left hs (by positivity)
      _ = oddSum (2 * p + 1) := by
          field_simp
          ring
      _ ≤ _ := hh
```

## The response and its divergence

For a momentum with positive cosine, `pairTerm_eq` evaluates both members of the pair $k$, $k+\pi$. The second evaluation involves $k+2\pi$, where the band returns to its value at $k$.

```lean
/-- A momentum with positive cosine and its partner shifted by `π` each contribute
`1 / (4t cos k)` to the response. -/
theorem pairTerm_eq {t k : ℝ} (ht : 0 < t) (hc : 0 < cos k) :
    pairTerm t k = 1 / (4 * t * cos k) ∧ pairTerm t (k + π) = 1 / (4 * t * cos k) := by
  have hp := mul_pos ht hc
  have h1 : band t k < 0 := by unfold band; linarith
  have h2 : ¬ band t (k + π) < 0 := by
    unfold band
    rw [Real.cos_add_pi]
    linarith
  have h3 : band t (k + π) - band t k = 4 * t * cos k := by
    unfold band
    rw [Real.cos_add_pi]
    ring
  have hb : band t (k + π + π) = band t k := by
    unfold band
    rw [Real.cos_add_pi, Real.cos_add_pi, neg_neg]
  have o1 : occ t k = 1 := if_pos h1
  have o2 : occ t (k + π) = 0 := if_neg h2
  have o3 : occ t (k + π + π) = 1 := by unfold occ; rw [hb, if_pos h1]
  constructor
  · unfold pairTerm
    rw [h3, o1, o2, sub_zero]
  · unfold pairTerm
    have h4 : band t k - band t (k + π) = -(4 * t * cos k) := by linarith
    rw [hb, h4, o2, o3, zero_sub, neg_div_neg_eq]
```

The identity $\chi_p=S_p/(2t)$ follows by splitting the zone into two blocks of $2p+1$ momenta. The statement `hshift` says that the second block is the first one shifted by $\pi$.

```lean
/-- The response at wavevector `π` is the occupied sum of `1 / cos k` per site,
divided by `2t`. -/
theorem response_eq {t : ℝ} (ht : 0 < t) (p : ℕ) :
    response t p = occupiedSum p / (2 * t) := by
  have hN : (4 * (p : ℝ) + 2) ≠ 0 := by positivity
  have hshift : ∀ i : ℕ, momentum p (2 * p + 1 + i) = momentum p i + π := by
    intro i
    unfold momentum
    rw [div_add' _ _ _ hN]
    congr 1
    push_cast
    ring
  unfold response occupiedSum
  -- split the zone into its occupied and empty halves
  rw [show 4 * p + 2 = (2 * p + 1) + (2 * p + 1) by ring, Finset.sum_range_add,
    ← Finset.sum_add_distrib, mul_div_assoc, Finset.sum_div]
  congr 1
  apply Finset.sum_congr rfl
  intro j hj
  have hc := cos_momentum_pos (Finset.mem_range.mp hj)
  rw [hshift, (pairTerm_eq ht hc).1, (pairTerm_eq ht hc).2]
  have hc' := hc.ne'
  field_simp
  norm_num
```

The bounds on $S_p$ then carry over to the response for every natural number `p`, including the two-site ring at `p = 0`, where the band formula counts the bond between the two atoms twice. They fix the order of growth as $\log N$, but leave its coefficient undetermined between $1/(4\pi t)$ and $1/(4t)$.

```lean
/-- On the half-filled ring of `4p + 2` sites the zero-temperature response at wavevector `π` is at
least `log (N + 1) / (4πt)` and at most `(2 + log (N - 1)) / (4t)`, where `N = 4p + 2`. -/
theorem response_bounds {t : ℝ} (ht : 0 < t) (p : ℕ) :
    log (4 * (p : ℝ) + 3) / (4 * π * t) ≤ response t p ∧
      response t p ≤ (2 + log (4 * (p : ℝ) + 1)) / (4 * t) := by
  have hπ := Real.pi_pos
  obtain ⟨hl, hu⟩ := occupiedSum_bounds p
  rw [response_eq ht]
  constructor
  · calc log (4 * (p : ℝ) + 3) / (4 * π * t)
        = log (4 * (p : ℝ) + 3) / (2 * π) / (2 * t) := by
          rw [div_div]
          congr 1
          ring
      _ ≤ _ := div_le_div_of_nonneg_right hl (by positivity)
  · calc occupiedSum p / (2 * t) ≤ (1 + log (4 * (p : ℝ) + 1) / 2) / (2 * t) :=
          div_le_div_of_nonneg_right hu (by positivity)
      _ = _ := by
          rw [div_eq_div_iff (by positivity) (by positivity)]
          ring
```

In the final theorem, `Tendsto ... atTop atTop` says that the response eventually exceeds any given number as `p` grows, at fixed `t`. The proof compares it with the lower bound. The limit runs through ring sizes $4p+2$ only. Sizes divisible by four are not covered: their grids contain the Fermi points, where the summand has the form $0/0$.

```lean
/-- The zero-temperature response at wavevector `π` diverges as the momentum grid is refined. -/
theorem response_tendsto_atTop {t : ℝ} (ht : 0 < t) :
    Tendsto (fun p : ℕ => response t p) atTop atTop := by
  have hπ := Real.pi_pos
  have h : Tendsto (fun p : ℕ => 4 * (p : ℝ) + 3) atTop atTop := by
    refine tendsto_atTop_mono (fun p => ?_) (tendsto_natCast_atTop_atTop (R := ℝ))
    have hp : (0 : ℝ) ≤ p := Nat.cast_nonneg p
    linarith
  have hc : 0 < 4 * π * t := by positivity
  exact tendsto_atTop_mono (fun p => (response_bounds ht p).1)
    ((Real.tendsto_log_atTop.comp h).atTop_div_const hc)

end

end NestingResponse
```

```lean
#print axioms NestingResponse.response_bounds
-- 'NestingResponse.response_bounds' depends on axioms: [propext, Classical.choice, Quot.sound]
#print axioms NestingResponse.response_tendsto_atTop
-- 'NestingResponse.response_tendsto_atTop' depends on axioms: [propext, Classical.choice, Quot.sound]
```

## Fermi–Dirac occupations in place of the step

The model could have used Fermi–Dirac occupations at a fixed temperature $T>0$. With $\beta=1/(k_BT)$, the contribution of each momentum would become

$$\frac{\tanh(\beta t\cos k)}{4t\cos k}\le\frac\beta4,$$

because $|\tanh x|\le|x|$. The average over the grid would then stay below $\beta/4$ for every $p$, and the divergence with grid size would disappear. The theorem above thus concerns grids refined at zero temperature. If the grid is refined first, the response has a finite limit at each $T>0$, but that limit grows without bound as $T\to0$.
